# Eliminating nonadjacent pairs in any order ends in the same combination of clique energies

## Fragments, adjacency and increments

A molecule is divided into finitely many groups, and a fragment is a set $S$ of them. Its energy is $E(S)$. Two groups are adjacent when they are too close to be treated as independent, and a clique is a fragment in which every two distinct groups are adjacent. If $a,b\in S$ are distinct and nonadjacent, the fragmentation rule approximates

$$E(S)\approx E(S\setminus a)+E(S\setminus b)-E(S\setminus\{a,b\}).$$

This neglects the part of the energy that depends jointly on $a$ and $b$ in the presence of the rest of $S$. The rule is applied again to the resulting fragments until only cliques remain. There are usually many orders in which to do this, and the question is whether the order affects the answer.

In Lean the groups are the elements of a type `V`, fragments are terms of `Finset V`, and adjacency is a `SimpleGraph V` called `G`. The energy is an arbitrary function `E : Finset V → ℝ`. Geometry, charge, spin state and the capping of cut bonds must therefore be fixed so that each set of groups has one energy.

```lean
import Mathlib

open Finset

namespace OverlappingFragments

noncomputable section

variable {V : Type*} [DecidableEq V]
```

The increment $D(T)$ is what remains of $E(T)$ after the increments of all its proper subsets have been subtracted:

$$D(T)=E(T)-\sum_{U\subsetneq T}D(U).$$

The empty set counts, so $D(\emptyset)=E(\emptyset)$. With the usual choice $E(\emptyset)=0$ these are the terms of the many-body expansion. The recursion is sound because a proper subset has fewer elements.

```lean
/-- The increment `D(T)`: the energy of `T` minus the increments of all its proper subsets,
the empty set included. -/
def increment (E : Finset V → ℝ) (T : Finset V) : ℝ :=
  E T - ∑ U ∈ T.ssubsets.attach, increment E U.1
termination_by T.card
decreasing_by exact Finset.card_lt_card (Finset.mem_ssubsets.1 U.2)
```

Let $C(S)$ be the sum of $D(T)$ over all cliques $T\subseteq S$, maximal or not. The empty set and single groups are cliques. The Lean name `cliqueSum` refers to this number and not to the gluing of graphs that graph theory calls a clique-sum.

```lean
/-- The sum of the increments `D(T)` over all cliques `T` inside `S`, the empty one included. -/
def cliqueSum (G : SimpleGraph V) [DecidableRel G.Adj] (E : Finset V → ℝ) (S : Finset V) : ℝ :=
  ∑ T ∈ S.powerset.filter (fun T : Finset V => G.IsClique (T : Set V)), increment E T
```

## Combinations and elimination steps

During the elimination one holds an integer combination of fragments, stored as a function $c$ that gives each set $T$ its net coefficient $c(T)$. Equal fragments are thus always collected. The name `fragment S` denotes the combination with coefficient 1 at $S$ and 0 elsewhere, while the fragment itself is the set `S`.

```lean
/-- The combination that consists of one copy of the fragment `S`. -/
def fragment (S : Finset V) : Finset V → ℤ := fun T => if T = S then 1 else 0
```

Replacing $k$ copies of $S$ subtracts $k$ from the coefficient of $S$, adds $k$ to those of $S\setminus a$ and $S\setminus b$, and subtracts $k$ from that of $S\setminus\{a,b\}$.

```lean
/-- Replace `k` copies of `S` by `k` copies of
`(S minus a) + (S minus b) - (S minus {a, b})` in the combination `c`. -/
def replaceTerm (c : Finset V → ℤ) (S : Finset V) (a b : V) (k : ℤ) : Finset V → ℤ :=
  fun T => c T + k * (fragment (S.erase a) T + fragment (S.erase b) T
    - fragment ((S.erase a).erase b) T - fragment S T)
```

A step must replace copies that are present. The condition $|c(S)-k|+|k|=|c(S)|$ says that $k$ lies between 0 and $c(S)$, and $k\neq0$ excludes an idle step. Negative coefficients are treated in the same way, and the copies of a fragment may be replaced together or in portions with different pairs $a,b$.

```lean
/-- One elimination step: some or all of the copies of a fragment `S` present in `c` are
replaced, using two distinct nonadjacent vertices `a`, `b` of `S`. -/
def Step (G : SimpleGraph V) (c c' : Finset V → ℤ) : Prop :=
  ∃ (S : Finset V) (a b : V) (k : ℤ), a ∈ S ∧ b ∈ S ∧ a ≠ b ∧ ¬ G.Adj a b ∧
    k ≠ 0 ∧ |c S - k| + |k| = |c S| ∧ c' = replaceTerm c S a b k
```

A combination is final when every set with a nonzero coefficient is a clique.

```lean
/-- A combination is final when only cliques occur in it. -/
def IsFinal (G : SimpleGraph V) (c : Finset V → ℤ) : Prop :=
  ∀ T, c T ≠ 0 → G.IsClique (T : Set V)
```

Its energy is $E_{\rm tot}(c)=\sum_T c(T)\,E(T)$, a sum over all subsets of the finite set of groups.

```lean
/-- The energy of a combination of fragments. -/
def totalEnergy [Fintype V] (E : Finset V → ℝ) (c : Finset V → ℤ) : ℝ :=
  ∑ T, (c T : ℝ) * E T
```

## Clique increments obey the replacement rule exactly

Moving the sum in the definition of $D(S)$ to the other side gives

$$\sum_{T\subseteq S}D(T)=E(S).$$

The proof unfolds the recursion once and separates the term $T=S$ from the proper subsets.

```lean
/-- The increments of all subsets of `S` add up to the energy of `S`. -/
theorem sum_increment (E : Finset V → ℝ) (S : Finset V) :
    ∑ T ∈ S.powerset, increment E T = E S := by
  have h : increment E S = E S - ∑ U ∈ S.powerset.erase S, increment E U := by
    rw [increment, Finset.sum_attach S.ssubsets (fun U => increment E U)]
    rfl
  rw [← Finset.sum_erase_add _ _ (Finset.mem_powerset_self S), h]
  ring
```

If $S$ is a clique, so is each of its subsets. The restriction to cliques then removes nothing, and $C(S)=E(S)$.

```lean
/-- For a clique, the sum of clique increments is its energy. -/
theorem cliqueSum_of_isClique (G : SimpleGraph V) [DecidableRel G.Adj] (E : Finset V → ℝ)
    {S : Finset V} (hS : G.IsClique (S : Set V)) : cliqueSum G E S = E S := by
  rw [cliqueSum, Finset.filter_true_of_mem, sum_increment]
  intro T hT
  exact Set.Pairwise.mono (Finset.coe_subset.2 (Finset.mem_powerset.1 hT)) hS
```

For distinct nonadjacent $a,b$ the replacement rule, only approximate for $E$, is an identity for $C$:

$$C(S)=C(S\setminus a)+C(S\setminus b)-C(S\setminus\{a,b\}).$$

To see this, count how often a clique $T\subseteq S$ contributes on the right. It cannot contain both $a$ and $b$, which leaves three cases:

- If $a\in T$, then $S\setminus b$ is the only one of the three sets on the right that contains $T$, and the count is $0+1-0=1$.
- If $b\in T$, the count is $1+0-0=1$.
- If $T$ contains neither, the count is $1+1-1=1$.

A clique not inside $S$ contributes to neither side. In the proof, `key` writes each $C$ as a sum over all sets with a membership condition, so that the identity can be checked set by set with these cases.

```lean
variable [Fintype V]

/-- For distinct nonadjacent vertices `a`, `b`, the replacement rule is an exact identity for the
sum of clique increments. -/
theorem cliqueSum_split (G : SimpleGraph V) [DecidableRel G.Adj] (E : Finset V → ℝ)
    (S : Finset V) {a b : V} (hab : a ≠ b) (hadj : ¬ G.Adj a b) :
    cliqueSum G E S = cliqueSum G E (S.erase a) + cliqueSum G E (S.erase b)
      - cliqueSum G E ((S.erase a).erase b) := by
  have key : ∀ R : Finset V, cliqueSum G E R =
      ∑ T, if T ⊆ R ∧ G.IsClique (T : Set V) then increment E T else 0 := by
    intro R
    rw [cliqueSum, ← Finset.sum_filter]
    exact Finset.sum_congr (by ext T; simp) fun _ _ => rfl
  rw [key, key, key, key, ← Finset.sum_add_distrib, ← Finset.sum_sub_distrib]
  refine Finset.sum_congr rfl fun T _ => ?_
  by_cases hT : G.IsClique (T : Set V)
  · by_cases ha : a ∈ T
    · -- a clique that contains `a` cannot contain `b`
      have hb : b ∉ T := fun hb =>
        hadj (hT (Finset.mem_coe.2 ha) (Finset.mem_coe.2 hb) hab)
      simp [Finset.subset_erase, hT, ha, hb]
    · by_cases hb : b ∈ T <;> simp [Finset.subset_erase, hT, ha, hb]
  · simp [hT]
```

## Energy changes in one step

A single fragment, read as a combination, has energy $E_{\rm tot}=E(S)$, since only one coefficient is nonzero.

```lean
/-- The energy of a single fragment, read as a combination, is its own energy. -/
theorem totalEnergy_fragment (E : Finset V → ℝ) (S : Finset V) :
    totalEnergy E (fragment S) = E S := by
  simp [totalEnergy, fragment]
```

Because $E_{\rm tot}$ is linear in the coefficients, a step from $c$ to $c'$ changes it by

$$E_{\rm tot}(c')-E_{\rm tot}(c)=k\,\bigl[E(S\setminus a)+E(S\setminus b)-E(S\setminus\{a,b\})-E(S)\bigr].$$

This holds for any function of sets in place of $E$, and below it is applied to $C$.

```lean
/-- The change of the total energy when `k` copies of `S` are replaced. -/
theorem totalEnergy_replaceTerm (E : Finset V → ℝ) (c : Finset V → ℤ) (S : Finset V)
    (a b : V) (k : ℤ) :
    totalEnergy E (replaceTerm c S a b k) = totalEnergy E c +
      k * (E (S.erase a) + E (S.erase b) - E ((S.erase a).erase b) - E S) := by
  rw [← totalEnergy_fragment E (S.erase a), ← totalEnergy_fragment E (S.erase b),
    ← totalEnergy_fragment E ((S.erase a).erase b), ← totalEnergy_fragment E S]
  simp only [totalEnergy, ← Finset.sum_add_distrib, ← Finset.sum_sub_distrib, Finset.mul_sum]
  refine Finset.sum_congr rfl fun T _ => ?_
  simp only [replaceTerm]
  push_cast
  ring
```

## Every elimination order terminates

Give each combination the weight

$$w(c)=\sum_T|c(T)|\,4^{|T|}.$$

Let $n=|S|\ge2$. Taking out $k$ copies of $S$ lowers $|c(S)|$ by exactly $|k|$, because $k$ lies between 0 and $c(S)$. Putting in the three smaller fragments raises the absolute values of their coefficients by at most $|k|$ each; cancellation can only make the rise smaller. Hence

$$w(c')-w(c)\le|k|\,(4^{n-1}+4^{n-1}+4^{n-2}-4^n)=-7\,|k|\,4^{n-2}<0.$$

A nonnegative integer cannot fall forever. In the proof, `hpt` is the bound for each coefficient, `hsum` adds the bounds with their weights, and `hneg` is the negative bracket. The conclusion, `WellFounded` for the reversed step relation, says that no infinite sequence of steps exists, whatever combination one starts from.

```lean
/-- For a finite set `V` of groups there is no infinite sequence of elimination steps. -/
theorem step_terminates (G : SimpleGraph V) :
    WellFounded (fun c' c : Finset V → ℤ => Step G c c') := by
  let w : (Finset V → ℤ) → ℤ := fun c => ∑ T, |c T| * 4 ^ T.card
  refine Subrelation.wf (r := (measure fun c => (w c).toNat).rel) ?_
    (measure fun c => (w c).toNat).wf
  intro c' c h
  obtain ⟨S, a, b, k, ha, hb, hab, -, hk, hck, rfl⟩ := h
  have hf : ∀ A T : Finset V, 0 ≤ fragment A T := by
    intro A T
    unfold fragment
    split_ifs <;> norm_num
  have hw : ∀ A : Finset V, ∑ T, fragment A T * (4 : ℤ) ^ T.card = 4 ^ A.card := by
    intro A
    simp [fragment]
  -- coefficientwise bound from the triangle inequality
  have hpt : ∀ T, |replaceTerm c S a b k T| ≤ |c T| + |k| * (fragment (S.erase a) T
      + fragment (S.erase b) T + fragment ((S.erase a).erase b) T - fragment S T) := by
    intro T
    have h1 : |c T - k * fragment S T| = |c T| - |k| * fragment S T := by
      by_cases hT : T = S
      · subst hT
        simp only [fragment, if_true, mul_one]
        linarith
      · simp [fragment, hT]
    have h2 : |fragment (S.erase a) T + fragment (S.erase b) T
        - fragment ((S.erase a).erase b) T| ≤ fragment (S.erase a) T
        + fragment (S.erase b) T + fragment ((S.erase a).erase b) T := by
      have p := hf (S.erase a) T
      have q := hf (S.erase b) T
      have r := hf ((S.erase a).erase b) T
      rw [abs_le]
      constructor <;> linarith
    have h3 := abs_add_le (c T - k * fragment S T) (k * (fragment (S.erase a) T
      + fragment (S.erase b) T - fragment ((S.erase a).erase b) T))
    rw [abs_mul, h1] at h3
    have h4 := mul_le_mul_of_nonneg_left h2 (abs_nonneg k)
    have h5 : replaceTerm c S a b k T = c T - k * fragment S T + k * (fragment (S.erase a) T
        + fragment (S.erase b) T - fragment ((S.erase a).erase b) T) := by
      simp only [replaceTerm]
      ring
    rw [h5]
    linarith
  have hsum : w (replaceTerm c S a b k) ≤ w c + |k| * (4 ^ (S.erase a).card
      + 4 ^ (S.erase b).card + 4 ^ ((S.erase a).erase b).card - 4 ^ S.card) := by
    rw [← hw (S.erase a), ← hw (S.erase b), ← hw ((S.erase a).erase b), ← hw S]
    simp only [w, ← Finset.sum_add_distrib, ← Finset.sum_sub_distrib, Finset.mul_sum]
    refine Finset.sum_le_sum fun T _ => ?_
    have := mul_le_mul_of_nonneg_right (hpt T) (by positivity : (0 : ℤ) ≤ 4 ^ T.card)
    linarith
  -- three smaller fragments weigh less than the one they replace
  have hneg : (4 : ℤ) ^ (S.erase a).card + 4 ^ (S.erase b).card
      + 4 ^ ((S.erase a).erase b).card - 4 ^ S.card < 0 := by
    have e1 := Finset.card_erase_add_one ha
    have e2 := Finset.card_erase_add_one hb
    have e3 := Finset.card_erase_add_one (Finset.mem_erase.2 ⟨hab.symm, hb⟩)
    have e4 : (S.erase b).card = (S.erase a).card := by omega
    rw [e4, ← e1, ← e3]
    have hp : (0 : ℤ) < 4 ^ ((S.erase a).erase b).card := by positivity
    simp only [pow_succ]
    linarith
  have hlt := mul_neg_of_pos_of_neg (abs_pos.2 hk) hneg
  have h0 : 0 ≤ w (replaceTerm c S a b k) := Finset.sum_nonneg fun T _ => by positivity
  change (w (replaceTerm c S a b k)).toNat < (w c).toNat
  omega
```

## The final energy is the sum of clique increments

Extend $C$ linearly to combinations by $C_{\rm tot}(c)=\sum_T c(T)\,C(T)$. By the exact identity for $C$, the bracket in the change formula vanishes when $E$ is replaced by $C$, so no step alters $C_{\rm tot}$. It starts at $C(S)$ and stays there, although $E_{\rm tot}$ may change along the way. In a final combination only cliques occur, and for them $C(T)=E(T)$. Therefore

$$E_{\rm tot}(c)=\sum_T c(T)\,C(T)=C(S)=\sum_{\substack{T\subseteq S\\T\text{ clique}}}D(T).$$

The hypothesis `Relation.ReflTransGen (Step G) (fragment S) c` says that $c$ is reached from $S$ by finitely many steps, possibly none. The fact `inv` is the invariance, proved by induction on the steps; the replaced fragment is there called `R`, since `S` is the starting one.

```lean
/-- Whatever the elimination order, a final combination reached from `S` has as its energy
the sum of the increments over the cliques inside `S`. -/
theorem totalEnergy_eq_cliqueSum (G : SimpleGraph V) [DecidableRel G.Adj]
    (E : Finset V → ℝ) {S : Finset V} {c : Finset V → ℤ}
    (h : Relation.ReflTransGen (Step G) (fragment S) c) (hc : IsFinal G c) :
    totalEnergy E c = cliqueSum G E S := by
  -- the clique sum, extended to combinations, is unchanged by every step
  have inv : totalEnergy (cliqueSum G E) c = cliqueSum G E S := by
    clear hc
    induction h with
    | refl => exact totalEnergy_fragment _ _
    | tail _ hs ih =>
      obtain ⟨R, a, b, k, -, -, hab, hadj, -, -, rfl⟩ := hs
      rw [totalEnergy_replaceTerm]
      linear_combination ih - (k : ℝ) * cliqueSum_split G E R hab hadj
  rw [← inv]
  refine Finset.sum_congr rfl fun T _ => ?_
  by_cases hT : c T = 0
  · simp [hT]
  · rw [cliqueSum_of_isClique G E (hc T hT)]
```

Subtracting this from $E(S)=\sum_{T\subseteq S}D(T)$ leaves the error of the fragmentation:

$$E(S)-E_{\rm tot}(c)=\sum_{\substack{T\subseteq S\\T\text{ not a clique}}}D(T).$$

The formula holds for every $E$ and puts no bound on the error. That the omitted increments are small for a real molecule is a physical assumption about the chosen adjacency.

```lean
/-- The error of a final combination reached from `S` is the sum of the increments of those
subsets of `S` that are not cliques. -/
theorem fragmentation_error (G : SimpleGraph V) [DecidableRel G.Adj]
    (E : Finset V → ℝ) {S : Finset V} {c : Finset V → ℤ}
    (h : Relation.ReflTransGen (Step G) (fragment S) c) (hc : IsFinal G c) :
    E S - totalEnergy E c =
      ∑ T ∈ S.powerset.filter (fun T : Finset V => ¬ G.IsClique (T : Set V)),
        increment E T := by
  rw [totalEnergy_eq_cliqueSum G E h hc, ← sum_increment E S, cliqueSum,
    ← Finset.sum_filter_add_sum_filter_not S.powerset
      (fun T : Finset V => G.IsClique (T : Set V))]
  ring
```

## The final coefficients are unique

A final combination can always be reached. If $c$ is not final, some $R$ with $c(R)\neq0$ is not a clique and so contains distinct nonadjacent $a,b$. Replacing all $c(R)$ copies is a legitimate step, and termination ensures that repeating this comes to an end. In Lean this is an induction along the well-founded step relation.

Now let $c$ and $d$ both be final and reached from $S$. Their energies agree for every choice of $E$, since both equal $C(S)$. Choose an energy that is 1 on one set $T$ and 0 on all others. Then $E_{\rm tot}(c)=c(T)$ and $E_{\rm tot}(d)=d(T)$, so $c(T)=d(T)$. As $T$ was arbitrary, $c=d$.

```lean
/-- From every starting fragment `S`, elimination reaches exactly one final combination. -/
theorem existsUnique_final (G : SimpleGraph V) (S : Finset V) :
    ∃! c, Relation.ReflTransGen (Step G) (fragment S) c ∧ IsFinal G c := by
  classical
  have ex : ∀ c, ∃ c', Relation.ReflTransGen (Step G) c c' ∧ IsFinal G c' := by
    intro c
    refine (step_terminates G).induction
      (C := fun c => ∃ c', Relation.ReflTransGen (Step G) c c' ∧ IsFinal G c') c ?_
    intro c ih
    by_cases hc : IsFinal G c
    · exact ⟨c, Relation.ReflTransGen.refl, hc⟩
    · -- a fragment that is not a clique can still be replaced
      simp only [IsFinal, SimpleGraph.isClique_iff, Set.Pairwise, not_forall] at hc
      obtain ⟨R, hR, a, ha, b, hb, hab, hadj⟩ := hc
      have hs : Step G c (replaceTerm c R a b (c R)) :=
        ⟨R, a, b, c R, Finset.mem_coe.1 ha, Finset.mem_coe.1 hb, hab, hadj, hR, by simp, rfl⟩
      obtain ⟨c', h1, h2⟩ := ih _ hs
      exact ⟨c', Relation.ReflTransGen.head hs h1, h2⟩
  obtain ⟨c, h, hc⟩ := ex (fragment S)
  refine ⟨c, ⟨h, hc⟩, ?_⟩
  rintro d ⟨h', hd⟩
  funext T
  -- an energy concentrated on `T` reads off the coefficient of `T`
  have e := (totalEnergy_eq_cliqueSum G (fun U => if U = T then 1 else 0) h' hd).trans
    (totalEnergy_eq_cliqueSum G (fun U => if U = T then 1 else 0) h hc).symm
  simp only [totalEnergy, mul_ite, mul_one, mul_zero, Finset.sum_ite_eq', Finset.mem_univ,
    if_true] at e
  exact_mod_cast e

end

end OverlappingFragments
```

For fragment calculations in electronic-structure theory, with the adjacency fixed and one energy assigned to each set of groups, the elimination order is thus a matter of bookkeeping: it changes neither the cliques to be computed nor their coefficients.

```lean
#print axioms OverlappingFragments.totalEnergy_eq_cliqueSum
#print axioms OverlappingFragments.fragmentation_error
#print axioms OverlappingFragments.existsUnique_final
```

```
'OverlappingFragments.totalEnergy_eq_cliqueSum' depends on axioms: [propext, Classical.choice, Quot.sound]
'OverlappingFragments.fragmentation_error' depends on axioms: [propext, Classical.choice, Quot.sound]
'OverlappingFragments.existsUnique_final' depends on axioms: [propext, Classical.choice, Quot.sound]
```
